# A ghost potential whose expectation value exceeds the counterpoise correction in every state of the enlarged basis turns that correction negative

Take one electron and two real orthonormal functions $e_0$ and $e_1$. The function $e_0$ belongs to the atom whose energy is wanted, and $e_1$ is what a neighbouring centre adds once its basis function has been orthogonalised to $e_0$. In arbitrary energy units, let the atom's Hamiltonian $H$ and the effective core potential $W$ of the neighbouring centre be

$$H=\begin{pmatrix}-1&1\\ 1&1\end{pmatrix},\qquad W=\begin{pmatrix}1&0\\ 0&2\end{pmatrix}.$$

In its own basis the atom has only $e_0$, and its energy is $H_{00}=-1$. With both functions available the electron mixes in some $e_1$ and reaches $-\sqrt2\approx-1.414$. The difference $\sqrt2-1\approx0.414$ is the counterpoise correction of this atom: the lowering that comes from borrowed functions alone, obtained by treating the neighbour as a ghost that carries functions and nothing else. Now leave $W$ on the ghost. Every normalised state has $\langle W\rangle\ge1$ and $\langle H\rangle\ge-\sqrt2$, so $\langle H+W\rangle\ge1-\sqrt2\approx-0.414$, which lies above $-1$. The energy in the larger basis is now higher than the energy in the smaller one, and the correction is negative. The correction of a bare ghost, with the same $H$ in both bases, can be strictly positive only if the ghost enlarges the space, so two functions are the fewest that show the change from one strict sign to the other.

## Basis sets as subspaces

In general the electron lives in a finite space with an orthonormal basis labelled by an index set $n$. A state is a real coefficient vector $x$ with components $x_i$, of Lean type `n → ℝ`, and an operator is a real matrix $H$ with elements $H_{ij}$, of type `Matrix n n ℝ`.

```lean
import Mathlib

open Matrix

namespace GhostCounterpoise

noncomputable section

variable {n : Type*} [Fintype n]
```

Orthonormality makes the squared norm the plain dot product $x\cdot x=\sum_i x_i^2$, and the energy of a state that need not be normalised is the Rayleigh quotient

$$R_H(x)=\frac{x\cdot Hx}{x\cdot x}.$$

In the code `⬝ᵥ` is the dot product and `*ᵥ` the action of a matrix on a vector.

```lean
/-- Rayleigh quotient `x·Hx / x·x` of the operator `H` at the coefficient vector `x`. -/
def rayleigh (H : Matrix n n ℝ) (x : n → ℝ) : ℝ := (x ⬝ᵥ H *ᵥ x) / (x ⬝ᵥ x)
```

A basis set enters only through the subspace $S$ that it spans, a `Submodule ℝ (n → ℝ)`. Its functions may therefore overlap each other and those of the ghost; only the reference basis that defines the coordinates is orthonormal. The variational energy in $S$ is

$$E_S(H)=\inf\{R_H(x): x\in S,\ x\neq0\}.$$

```lean
/-- Variational energy `E_S(H)`: the infimum of the Rayleigh quotient of `H` over the
nonzero vectors of the basis-set space `S`. -/
def lowest (H : Matrix n n ℝ) (S : Submodule ℝ (n → ℝ)) : ℝ :=
  sInf (rayleigh H '' {x | x ∈ S ∧ x ≠ 0})
```

No general statement below assumes $H$ symmetric, since the inequalities use the quadratic form alone. For symmetric $H$ the number $E_S(H)$ is the familiar lowest eigenvalue of $H$ projected on $S$, but the theorems speak only of the infimum and make no use of that identification. Lean assigns the value zero to the infimum of an empty set of reals, or of one unbounded below; hence the hypothesis `S ≠ ⊥`, which says that $S$ contains a nonzero vector, and the lower bound derived next.

Let $T$ be the space spanned by the atom's functions together with the ghost's, and $H'$ the operator used in $T$. The counterpoise correction is

$$\delta(H,H')=E_S(H)-E_T(H').$$

The sign convention is that of the term this fragment adds to an uncorrected interaction energy. A bare ghost has $H'=H$, and a ghost that keeps its potential has $H'=H+W$. For a dimer at fixed fragment geometries the counterpoise correction of the interaction energy is the sum of the two fragment terms; `counterpoise` is the term of a single fragment.

```lean
/-- Counterpoise correction `E_S(H) - E_T(H')`: the energy of `H` in the own basis `S` minus
the energy of the operator `H'` used in the ghost-extended basis `T`. -/
def counterpoise (H H' : Matrix n n ℝ) (S T : Submodule ℝ (n → ℝ)) : ℝ :=
  lowest H S - lowest H' T
```

## The infimum is bounded below

A sum of squares is nonnegative and vanishes only if every component does, so $x\cdot x>0$ for $x\ne0$. This allows every inequality on $R_H$ to be multiplied through by the denominator.

```lean
/-- A nonzero coefficient vector has positive squared norm. -/
theorem normSq_pos {x : n → ℝ} (hx : x ≠ 0) : 0 < x ⬝ᵥ x :=
  lt_of_le_of_ne (Finset.sum_nonneg fun i _ => mul_self_nonneg (x i))
    (fun h => hx (dotProduct_self_eq_zero.mp h.symm))
```

Write $N=x\cdot x$. Each $x_i^2$ is one term of $N$, so $x_i^2\le N$. From $(x_i\pm x_j)^2\ge0$ follows $2|x_ix_j|\le x_i^2+x_j^2\le2N$, and therefore

$$x\cdot Hx=\sum_{i,j}H_{ij}x_ix_j\ \ge\ -\sum_{i,j}|H_{ij}|\,|x_ix_j|\ \ge\ -N\sum_{i,j}|H_{ij}|.$$

Division by $N$ gives $R_H(x)\ge-\sum_{i,j}|H_{ij}|$. In the proof `hsq` is $x_i^2\le N$, `e` expands the quadratic form as a double sum, and the comparison is made term by term: `h1` is $|x_ix_j|\le N$, with the two squares handed to `nlinarith`, and `h2` and `h3` give $H_{ij}x_ix_j\ge-|H_{ij}|N$.

```lean
/-- At nonzero vectors the Rayleigh quotient is bounded below by minus the sum of the
absolute values of the matrix elements. -/
theorem rayleigh_lower_bound (H : Matrix n n ℝ) {x : n → ℝ} (hx : x ≠ 0) :
    -(∑ i, ∑ j, |H i j|) ≤ rayleigh H x := by
  have hsq : ∀ i, x i * x i ≤ x ⬝ᵥ x := fun i =>
    Finset.single_le_sum (f := fun i => x i * x i) (fun j _ => mul_self_nonneg (x j))
      (Finset.mem_univ i)
  have e : x ⬝ᵥ H *ᵥ x = ∑ i, ∑ j, x i * (H i j * x j) := by
    simp only [dotProduct, mulVec, Finset.mul_sum]
  rw [rayleigh, le_div_iff₀ (normSq_pos hx), e]
  generalize x ⬝ᵥ x = N at hsq ⊢
  have e2 : -(∑ i, ∑ j, |H i j|) * N = ∑ i, ∑ j, -(|H i j| * N) := by
    simp only [neg_mul, Finset.sum_mul, Finset.sum_neg_distrib]
  rw [e2]
  refine Finset.sum_le_sum fun i _ => Finset.sum_le_sum fun j _ => ?_
  -- each product of two coefficients is bounded by the squared norm
  have h1 : |x i * x j| ≤ N :=
    abs_le.2 ⟨by nlinarith [hsq i, hsq j, sq_nonneg (x i + x j)],
      by nlinarith [hsq i, hsq j, sq_nonneg (x i - x j)]⟩
  have h2 : |H i j * (x i * x j)| ≤ |H i j| * N := by
    rw [abs_mul]
    exact mul_le_mul_of_nonneg_left h1 (abs_nonneg _)
  have h3 := neg_abs_le (H i j * (x i * x j))
  have h4 : x i * (H i j * x j) = H i j * (x i * x j) := by ring
  linarith
```

The bound is crude, and only its existence matters. The infimum of a set that is bounded below lies under each member, which is the variational principle for trial vectors: $E_S(H)\le R_H(x)$ for every nonzero $x\in S$. The Mathlib lemma `csInf_le` asks for a lower bound of the set and receives the one just found.

```lean
/-- The variational energy in `S` lies below the Rayleigh quotient of every nonzero
vector of `S`. -/
theorem lowest_le_rayleigh (H : Matrix n n ℝ) {S : Submodule ℝ (n → ℝ)} {x : n → ℝ}
    (hxS : x ∈ S) (hx : x ≠ 0) : lowest H S ≤ rayleigh H x := by
  refine csInf_le ⟨-(∑ i, ∑ j, |H i j|), ?_⟩ ⟨x, ⟨hxS, hx⟩, rfl⟩
  rintro _ ⟨y, hy, rfl⟩
  exact rayleigh_lower_bound H hy.2
```

Conversely, if $S$ is nonzero and a number $c$ obeys $c\le R_H(x)$ for all nonzero $x\in S$, then $c\le E_S(H)$, since the infimum is the greatest lower bound. Here `le_csInf` needs a nonempty set, and the nonzero vector `v` extracted from `hS` supplies a member.

```lean
/-- A lower bound of the Rayleigh quotient on the nonzero vectors of a nonzero space `S`
is a lower bound of the variational energy in `S`. -/
theorem le_lowest (H : Matrix n n ℝ) {S : Submodule ℝ (n → ℝ)} (hS : S ≠ ⊥) {c : ℝ}
    (hc : ∀ x ∈ S, x ≠ 0 → c ≤ rayleigh H x) : c ≤ lowest H S := by
  obtain ⟨v, hvS, hv⟩ := (Submodule.ne_bot_iff S).1 hS
  refine le_csInf ⟨_, v, ⟨hvS, hv⟩, rfl⟩ ?_
  rintro _ ⟨y, hy, rfl⟩
  exact hc y hy.1 hy.2
```

## More functions cannot raise the energy

Let $S$ be nonzero and $S\subseteq T$, written `S ≤ T`. Any nonzero $x\in S$ is also a trial vector in $T$, so $E_T(H)\le R_H(x)$. The number $E_T(H)$ is thus a lower bound of $R_H$ on $S$, and

$$E_T(H)\le E_S(H),\qquad\text{that is}\qquad\delta(H,H)\ge0.$$

The proof is these two sentences: `le_lowest` applied with $c=E_T(H)$, its hypothesis supplied by `lowest_le_rayleigh` in $T$. The inequality is not strict, and for $S=T$ both sides agree. It requires the same operator on both sides.

```lean
/-- Enlarging a nonzero basis-set space from `S` to `T` cannot raise the variational
energy of the same operator: `E_T(H) ≤ E_S(H)`. -/
theorem lowest_antitone (H : Matrix n n ℝ) {S T : Submodule ℝ (n → ℝ)} (hS : S ≠ ⊥)
    (hST : S ≤ T) : lowest H T ≤ lowest H S :=
  le_lowest H hS fun _ hxS hx => lowest_le_rayleigh H (hST hxS) hx
```

## Adding a potential in the enlarged space

At a fixed vector the quotient is additive in the operator, $R_{H+W}(x)=R_H(x)+R_W(x)$, because the numerator is linear in the matrix and the denominator is shared. For nonzero $x\in T$ each term lies above its own infimum, so $R_{H+W}(x)\ge E_T(H)+E_T(W)$. Taking the infimum on the left gives

$$E_T(H)+E_T(W)\le E_T(H+W).$$

It is an inequality because $H$ and $W$ need not be minimised by the same vector. In the code `e` is the additivity and `add_le_add` sums the two variational bounds.

```lean
/-- The variational energy in a nonzero space is superadditive in the operator:
`E_T(H) + E_T(W) ≤ E_T(H + W)`. -/
theorem lowest_add_le (H W : Matrix n n ℝ) {T : Submodule ℝ (n → ℝ)} (hT : T ≠ ⊥) :
    lowest H T + lowest W T ≤ lowest (H + W) T := by
  refine le_lowest _ hT fun x hxT hx => ?_
  have e : rayleigh (H + W) x = rayleigh H x + rayleigh W x := by
    simp only [rayleigh, add_mulVec, dotProduct_add, add_div]
  rw [e]
  exact add_le_add (lowest_le_rayleigh H hxT hx) (lowest_le_rayleigh W hxT hx)
```

## When the correction becomes negative

Suppose $S$ is nonzero, $S\subseteq T$, and

$$\delta(H,H)<E_T(W).$$

This condition, `hW`, is assumed and not derived from any form of the potential. It says that every normalised state of the enlarged space pays an energy in $W$ of at least $E_T(W)$, and that this floor exceeds the gain from the ghost's functions. As $\delta(H,H)\ge0$, it forces $W$ to be strictly repulsive on all of $T$, the atom's own functions included. Written out, the condition is $E_S(H)<E_T(H)+E_T(W)$, and superadditivity continues the chain:

$$E_T(H)\le E_S(H)<E_T(H)+E_T(W)\le E_T(H+W).$$

The theorem reads off the two signs, $\delta(H,H)\ge0$ and $\delta(H,H+W)<0$. The proof takes `h1` from monotonicity and `h2` from superadditivity, where $T$ is nonzero because it contains $S$, and `linarith` closes both parts once `counterpoise` is unfolded.

```lean
/-- For a nonzero space `S` contained in `T`: if `E_T(W)` of the ghost potential `W` exceeds the
potential-free counterpoise correction, then that correction is nonnegative while the one computed
with `H + W` in `T` is negative. -/
theorem counterpoise_sign_reversal (H W : Matrix n n ℝ) {S T : Submodule ℝ (n → ℝ)}
    (hS : S ≠ ⊥) (hST : S ≤ T) (hW : counterpoise H H S T < lowest W T) :
    0 ≤ counterpoise H H S T ∧ counterpoise H (H + W) S T < 0 := by
  have h1 := lowest_antitone H hS hST
  have h2 := lowest_add_le H W (ne_bot_of_le_ne_bot hS hST)
  unfold counterpoise at hW ⊢
  constructor <;> linarith
```

The general conclusion pairs a nonnegative number with a negative one. With a single function, $S=T$ and $\delta(H,H)=0$, the condition says that the one element of $W$ is positive, and the correction goes from zero to a negative value. The condition is sufficient only, and it is a strong one. Without the Coulomb attraction of the core charge, an effective core potential is short-ranged, so in a realistic basis $T$ usually contains a state that hardly feels it. Then $E_T(W)$ is close to zero or negative, and the theorem does not apply unless $\delta(H,H)$ is smaller still; the sign of the correction has to be computed. For counterpoise calculations with effective core potentials, the result shows, within a finite linear variational model with a fixed matrix $H$, that a ghost which retains its potential yields a number mixing basis-set incompleteness with an interaction, and that the sign guaranteed for a bare ghost can be lost. Self-consistent fields, perturbative correlation energies and stochastic estimates are not of the form $E_S(H)$ and are not covered, nor are complex matrices.

## The two-function energies

The opening example has index set `Fin 2`, with labels $0$ and $1$. The Hamiltonian places the atom's function at $-1$, the ghost's at $+1$, and couples them with strength $1$.

```lean
/-- Two-function model Hamiltonian `[[-1, 1], [1, 1]]`. -/
def Hm : Matrix (Fin 2) (Fin 2) ℝ := !![-1, 1; 1, 1]
```

The entries of $W$ are chosen, not computed from a core potential. They describe a repulsion that is stronger on the ghost's function, $W_{11}=2$, and still reaches the atom's function, $W_{00}=1$.

```lean
/-- Model ghost potential `diag(1, 2)`. -/
def Wm : Matrix (Fin 2) (Fin 2) ℝ := !![1, 0; 0, 2]
```

The own space $S$ is the line through $e_0=(1,0)$, and $T$ is the whole plane, `⊤`.

```lean
/-- Own basis-set space of the model: the span of the first basis function. -/
def Sm : Submodule ℝ (Fin 2 → ℝ) := Submodule.span ℝ {![1, 0]}
```

The vector $(1,0)$ lies in $S$ and its component $0$ equals one, so $S$ is nonzero.

```lean
/-- The own basis-set space of the model is nonzero. -/
theorem Sm_ne_bot : Sm ≠ ⊥ :=
  (Submodule.ne_bot_iff _).2
    ⟨![1, 0], Submodule.subset_span rfl, by intro h; simpa using congrFun h 0⟩
```

Each energy is fixed by a trial vector from above and a bound on all vectors from below. The three quadratic forms, `hn`, `hH` and `hW` in the code, are

$$x\cdot x=x_0^2+x_1^2,\qquad x\cdot Hx=-x_0^2+2x_0x_1+x_1^2,\qquad x\cdot Wx=x_0^2+2x_1^2.$$

On $S$ the component $x_1$ vanishes, so $R_H=-x_0^2/x_0^2=-1$ for every nonzero vector and $E_S(H)=-1$.

For $T$ put $s=\sqrt2$ and take $v=(1,\,1-s)$. With $s^2=2$,

$$v\cdot v=4-2s,\qquad v\cdot Hv=-1+2(1-s)+(1-s)^2=4-4s=-s\,(4-2s),$$

so $R_H(v)=-s$. The normalised state is $v/\sqrt{4-2s}\approx(0.924,\,-0.383)$. The matching lower bound is a completed square. Using $(s+1)(s-1)=1$,

$$x\cdot Hx+s\,x\cdot x=(s-1)x_0^2+2x_0x_1+(s+1)x_1^2=(s+1)\big((s-1)x_0+x_1\big)^2\ge0,$$

and hence $E_T(H)=-\sqrt2$. For the potential, $x\cdot Wx-x\cdot x=x_1^2\ge0$ with equality at $e_0$, so $E_T(W)=1$.

The proof replaces `Real.sqrt 2` by a variable `s` that keeps only $s^2=2$ and $s\ge0$, and splits the three equalities into six inequalities, upper bound first in each pair. The first `linear_combination` records that $v\cdot Hv+s\,v\cdot v=(s-1)(s^2-2)$ as polynomials, and `hid` is the completed square.

```lean
/-- Variational energies of the model, with `T` the full space:
`E_S(H) = -1`, `E_T(H) = -√2` and `E_T(W) = 1`. -/
theorem model_energies :
    lowest Hm Sm = -1 ∧ lowest Hm ⊤ = -Real.sqrt 2 ∧ lowest Wm ⊤ = 1 := by
  have hn : ∀ x : Fin 2 → ℝ, x ⬝ᵥ x = x 0 ^ 2 + x 1 ^ 2 := fun x => by
    simp [dotProduct, Fin.sum_univ_two]
    ring
  have hH : ∀ x : Fin 2 → ℝ, x ⬝ᵥ Hm *ᵥ x = -x 0 ^ 2 + 2 * x 0 * x 1 + x 1 ^ 2 := fun x => by
    simp [Hm, dotProduct, mulVec, Fin.sum_univ_two]
    ring
  have hW : ∀ x : Fin 2 → ℝ, x ⬝ᵥ Wm *ᵥ x = x 0 ^ 2 + 2 * x 1 ^ 2 := fun x => by
    simp [Wm, dotProduct, mulVec, Fin.sum_univ_two]
    ring
  have hT : (⊤ : Submodule ℝ (Fin 2 → ℝ)) ≠ ⊥ := ne_bot_of_le_ne_bot Sm_ne_bot le_top
  have hs : Real.sqrt 2 ^ 2 = 2 := Real.sq_sqrt (by norm_num)
  have hs0 : 0 ≤ Real.sqrt 2 := Real.sqrt_nonneg 2
  generalize Real.sqrt 2 = s at hs hs0 ⊢
  -- trial vectors: the first basis function, and (1, 1 - √2)
  obtain ⟨e, heS, e0, e1⟩ : ∃ e : Fin 2 → ℝ, e ∈ Sm ∧ e 0 = 1 ∧ e 1 = 0 :=
    ⟨![1, 0], Submodule.subset_span rfl, rfl, rfl⟩
  obtain ⟨v, v0, v1⟩ : ∃ v : Fin 2 → ℝ, v 0 = 1 ∧ v 1 = 1 - s := ⟨![1, 1 - s], rfl, rfl⟩
  have he : e ≠ 0 := by intro h; rw [h] at e0; simp at e0
  have hv : v ≠ 0 := by intro h; rw [h] at v0; simp at v0
  refine ⟨le_antisymm ?_ ?_, le_antisymm ?_ ?_, le_antisymm ?_ ?_⟩
  · refine (lowest_le_rayleigh Hm heS he).trans ?_
    rw [rayleigh, div_le_iff₀ (normSq_pos he), hH, hn, e0, e1]
    norm_num
  · refine le_lowest Hm Sm_ne_bot fun x hxS hx => ?_
    have hx1 : x 1 = 0 := by
      obtain ⟨a, rfl⟩ := Submodule.mem_span_singleton.1 hxS
      simp
    rw [rayleigh, le_div_iff₀ (normSq_pos hx), hH, hn, hx1]
    linarith
  · refine (lowest_le_rayleigh Hm Submodule.mem_top hv).trans ?_
    rw [rayleigh, div_le_iff₀ (normSq_pos hv), hH, hn, v0, v1]
    exact le_of_eq (by linear_combination (s - 1) * hs)
  · refine le_lowest Hm hT fun x _ hx => ?_
    rw [rayleigh, le_div_iff₀ (normSq_pos hx), hH, hn]
    -- H + √2 is a completed square
    have hid : -x 0 ^ 2 + 2 * x 0 * x 1 + x 1 ^ 2 + s * (x 0 ^ 2 + x 1 ^ 2)
        = (s + 1) * ((s - 1) * x 0 + x 1) ^ 2 := by
      linear_combination (-((s - 1) * x 0 ^ 2 + 2 * x 0 * x 1)) * hs
    have hp : 0 ≤ (s + 1) * ((s - 1) * x 0 + x 1) ^ 2 :=
      mul_nonneg (by linarith) (sq_nonneg _)
    linarith
  · refine (lowest_le_rayleigh Wm Submodule.mem_top he).trans ?_
    rw [rayleigh, div_le_iff₀ (normSq_pos he), hW, hn, e0, e1]
    norm_num
  · refine le_lowest Wm hT fun x _ hx => ?_
    rw [rayleigh, le_div_iff₀ (normSq_pos hx), hW, hn]
    nlinarith [sq_nonneg (x 1)]
```

## Opposite strict signs in the model

From $s^2=2$ and $s\ge0$ follow $1<s<2$, the facts `hlo` and `hhi`. The lower inequality makes the bare correction strictly positive, $\delta(H,H)=s-1>0$. The upper one gives $s-1<1=E_T(W)$, which is the condition of the general theorem, named `hc` here, and that theorem returns $\delta(H,H+W)<0$ as `hr`.

The final statement has seven parts: $H$ is symmetric, $W$ is symmetric, $\delta(H,H)<E_T(W)$, $E_T(H)<E_S(H)$, $E_S(H)<E_T(H+W)$, $\delta(H,H)>0$ and $\delta(H,H+W)<0$. Symmetry is checked entry by entry, and it shows that the effect occurs for matrices of the kind a Hamiltonian and a potential actually have. The theorem locates $E_T(H+W)$ above $-1$ without evaluating it; as an aside that no theorem here certifies, diagonalising $H+W$ gives $(3-\sqrt{13})/2\approx-0.303$, which would put the correction with the potential near $-0.697$.

```lean
/-- The model has symmetric `H` and `W`, meets the reversal criterion, and obeys
`E_T(H) < E_S(H) < E_T(H + W)`; its counterpoise correction is positive without the ghost
potential and negative with it. -/
theorem counterpoise_sign_reversal_witness :
    Hm.IsSymm ∧ Wm.IsSymm ∧ counterpoise Hm Hm Sm ⊤ < lowest Wm ⊤ ∧
    lowest Hm ⊤ < lowest Hm Sm ∧ lowest Hm Sm < lowest (Hm + Wm) ⊤ ∧
    0 < counterpoise Hm Hm Sm ⊤ ∧ counterpoise Hm (Hm + Wm) Sm ⊤ < 0 := by
  obtain ⟨h1, h2, h3⟩ := model_energies
  have hs : Real.sqrt 2 ^ 2 = 2 := Real.sq_sqrt (by norm_num)
  have hs0 : 0 ≤ Real.sqrt 2 := Real.sqrt_nonneg 2
  have hlo : 1 < Real.sqrt 2 := by nlinarith
  have hhi : Real.sqrt 2 < 2 := by nlinarith
  have hc : counterpoise Hm Hm Sm ⊤ < lowest Wm ⊤ := by
    unfold counterpoise
    linarith
  have hr := (counterpoise_sign_reversal Hm Wm Sm_ne_bot le_top hc).2
  refine ⟨?_, ?_, hc, by linarith, ?_, ?_, hr⟩
  · refine Matrix.IsSymm.ext fun i j => ?_
    fin_cases i <;> fin_cases j <;> simp [Hm]
  · refine Matrix.IsSymm.ext fun i j => ?_
    fin_cases i <;> fin_cases j <;> simp [Wm]
  · unfold counterpoise at hr
    linarith
  · unfold counterpoise
    linarith

end

end GhostCounterpoise
```

```lean
#print axioms GhostCounterpoise.counterpoise_sign_reversal
```

```
'GhostCounterpoise.counterpoise_sign_reversal' depends on axioms: [propext, Classical.choice, Quot.sound]
```
